# The determinant of a surface-charge interaction matrix bordered by one further point

A finite set of surface charges has a real interaction matrix `S`, and one further surface point is added, with couplings `b` to the others and self-interaction `d`. The lemma states that the enlarged matrix has determinant `det S` times `d - ⟨b, S⁻¹ b⟩`. It assumes that `S` is invertible, but neither that it is symmetric nor that it is positive definite. The proof applies the Schur-complement formula for the determinant of a block matrix, replaces the determinant of the remaining 1×1 block by its single entry, and then compares the factors that multiply `det S`.

This version doesn't compile in Lean 4 with Mathlib:

```lean
import Mathlib

open Matrix Filter Topology

namespace SurfacePointSwitching

noncomputable section

variable {n : Type*} [Fintype n] [DecidableEq n]

/-- The interaction matrix `S` of a set of surface charges, bordered by one further surface point
with couplings `b` to the others and self-interaction `d`. -/
def bordered (S : Matrix n n ℝ) (b : n → ℝ) (d : ℝ) : Matrix (n ⊕ Unit) (n ⊕ Unit) ℝ :=
  Matrix.fromBlocks S (Matrix.of fun i _ => b i) (Matrix.of fun _ j => b j)
    (Matrix.of fun _ _ => d)

/-- The response form `⟨v, S⁻¹ v⟩` of the surface charges to the potential `v`,
for an invertible interaction matrix `S`. -/
def response {m : Type*} [Fintype m] [DecidableEq m] (S : Matrix m m ℝ) (v : m → ℝ) : ℝ :=
  v ⬝ᵥ S⁻¹ *ᵥ v

/-- The determinant of the bordered matrix is `det S` times `d - ⟨b, S⁻¹ b⟩`. -/
theorem det_bordered {S : Matrix n n ℝ} (hS : IsUnit S.det) (b : n → ℝ) (d : ℝ) :
    (bordered S b d).det = S.det * (d - response S b) := by
  letI := S.invertibleOfIsUnitDet hS
  rw [bordered, Matrix.det_fromBlocks₁₁, Matrix.det_unique (n := Unit),
    Matrix.invOf_eq_nonsing_inv, Matrix.mul_assoc]
  congr 1
  simp [response, Matrix.mul_apply, Matrix.mulVec, dotProduct]

end

end SurfacePointSwitching
```

The error:

```
Main.lean:25:2: warning: Try this: 
  letI̵

The goal is a proposition, so `let` is preferred over `letI`.
The difference between `let` and `letI` is that `letI` inlines the value.
But this is not relevant for proofs because of proof irrelevance.

Note: This linter can be disabled with `set_option linter.style.haveILetI false`
Main.lean:29:2: error: No goals to be solved
```

What went wrong. The error `No goals to be solved` falls on the final `simp`: the proof is already complete when Lean reaches it. After the rewrites, both sides are products with first factor `S.det`, and `congr 1` compares them factor by factor. The second factors are the single entry of the Schur complement and `d - response S b`. With the product grouped by `Matrix.mul_assoc`, both unfold to `d` minus the same nested sum over `b`, `S⁻¹` and `b`. They are thus equal by definition, and `congr 1` closes such a goal itself by reflexivity. The `simp` call has nothing left to prove, and deleting it cures the error.

The other message is only a style warning. It prefers `let` to `letI` because the goal is a proposition, where the inlining done by `letI` does not matter. That change is mere tidying and plays no part in curing the error.

After these edits no error is left:

```diff
@@ -23,9 +23,8 @@
 theorem det_bordered {S : Matrix n n ℝ} (hS : IsUnit S.det) (b : n → ℝ) (d : ℝ) :
     (bordered S b d).det = S.det * (d - response S b) := by
-  letI := S.invertibleOfIsUnitDet hS
+  let := S.invertibleOfIsUnitDet hS
   rw [bordered, Matrix.det_fromBlocks₁₁, Matrix.det_unique (n := Unit),
     Matrix.invOf_eq_nonsing_inv, Matrix.mul_assoc]
   congr 1
-  simp [response, Matrix.mul_apply, Matrix.mulVec, dotProduct]
 
 end
```
